# A lossless, reciprocal three-port junction of single-channel wires reflects at one port or more

When a coherent network of single-channel wires is assembled from the scattering matrices of its nodes, every lossless and reciprocal three-way node needs a nonzero reflection amplitude at one port or more. If all three reflections are set to zero and the matrix is kept symmetric, the node creates or destroys flux for some incoming waves.

```lean
import Mathlib

open Matrix

namespace ThreePortJunction

/-- A scattering matrix is lossless if `Sᴴ * S = 1`. The entry `S j i` is the amplitude
to leave through port `j` after entering at port `i`. -/
def Lossless {n : Type*} [Fintype n] [DecidableEq n] (S : Matrix n n ℂ) : Prop :=
  Sᴴ * S = 1

/-- A scattering matrix is reciprocal if it equals its transpose. -/
def Reciprocal {n : Type*} (S : Matrix n n ℂ) : Prop :=
  Sᵀ = S

/-- A junction is reflectionless if the reflection amplitude vanishes at every port. -/
def Reflectionless {n : Type*} (S : Matrix n n ℂ) : Prop :=
  ∀ i, S i i = 0

/-- In a lossless junction, the probabilities to leave through the various ports add up
to one, for each port of entry. -/
theorem flux_conservation {n : Type*} [Fintype n] [DecidableEq n] {S : Matrix n n ℂ}
    (h : Lossless S) (i : n) : ∑ j, Complex.normSq (S j i) = 1 := by
  have e : Sᴴ * S = 1 := h
  have h' : ∑ j, star (S j i) * S j i = 1 := by
    have := congrArg (fun M : Matrix n n ℂ => M i i) e
    simpa [Matrix.mul_apply] using this
  have hc : ((∑ j, Complex.normSq (S j i) : ℝ) : ℂ) = 1 := by
    rw [Complex.ofReal_sum, ← h']
    exact Finset.sum_congr rfl fun j _ => Complex.normSq_eq_conj_mul_self
  exact_mod_cast hc

/-- In a lossless junction, the outgoing waves produced by two different ports of entry
are orthogonal. -/
theorem outgoing_orthogonal {n : Type*} [Fintype n] [DecidableEq n] {S : Matrix n n ℂ}
    (h : Lossless S) {i k : n} (hik : i ≠ k) : ∑ j, star (S j i) * S j k = 0 := by
  have e : Sᴴ * S = 1 := h
  have := congrArg (fun M : Matrix n n ℂ => M i k) e
  simpa [Matrix.mul_apply, hik] using this

/-- A sum over the ports of a three-port, written out for any labelling of the ports. -/
private lemma sum_ports {M : Type*} [AddCommMonoid M] {i j k : Fin 3}
    (hij : i ≠ j) (hik : i ≠ k) (hjk : j ≠ k) (f : Fin 3 → M) :
    ∑ l, f l = f i + (f j + f k) := by
  have key : ∀ i j k : Fin 3, i ≠ j → i ≠ k → j ≠ k →
      (Finset.univ : Finset (Fin 3)) = {i, j, k} := by decide
  rw [key i j k hij hik hjk, Finset.sum_insert (by simp [hij, hik]),
    Finset.sum_insert (by simp [hjk]), Finset.sum_singleton]

/-- If a lossless reciprocal three-port is reflectionless at two ports `i` and `j`, then
nothing passes from them to the third port `k`, transmission from `i` to `j` is perfect,
and port `k` reflects with probability one. -/
theorem two_matched_ports_isolate_third {S : Matrix (Fin 3) (Fin 3) ℂ}
    (hL : Lossless S) (hR : Reciprocal S) {i j k : Fin 3}
    (hij : i ≠ j) (hik : i ≠ k) (hjk : j ≠ k) (hi : S i i = 0) (hj : S j j = 0) :
    S k i = 0 ∧ S k j = 0 ∧ Complex.normSq (S j i) = 1 ∧ Complex.normSq (S k k) = 1 := by
  have e : Sᵀ = S := hR
  have hsym : ∀ a b, S a b = S b a := fun a b =>
    congrArg (fun M : Matrix (Fin 3) (Fin 3) ℂ => M b a) e
  have o := outgoing_orthogonal hL hij
  have fi := flux_conservation hL i
  have fj := flux_conservation hL j
  have fk := flux_conservation hL k
  rw [sum_ports hij hik hjk] at o fi fj fk
  -- orthogonality: one of the two amplitudes into port k vanishes
  simp [hi, hj] at o
  rw [hsym i j] at fj
  simp only [hi, map_zero, zero_add] at fi
  simp only [hj, map_zero, zero_add] at fj
  -- flux balance and reciprocity: the two amplitudes have equal modulus
  have h : S k i = 0 ∧ S k j = 0 := by
    rcases o with h | h
    · refine ⟨h, Complex.normSq_eq_zero.mp ?_⟩
      rw [h, map_zero] at fi
      linarith
    · refine ⟨Complex.normSq_eq_zero.mp ?_, h⟩
      rw [h, map_zero] at fj
      linarith
  refine ⟨h.1, h.2, ?_, ?_⟩
  · simpa [h.1] using fi
  · rw [hsym i k, hsym j k, h.1, h.2] at fk
    simpa using fk

/-- No three-port junction of single-channel wires is at once lossless, reciprocal and
reflectionless at all three ports. -/
theorem no_lossless_reciprocal_reflectionless (S : Matrix (Fin 3) (Fin 3) ℂ) :
    ¬ (Lossless S ∧ Reciprocal S ∧ Reflectionless S) := by
  rintro ⟨hL, hR, hM⟩
  have h := (two_matched_ports_isolate_third hL hR (i := 0) (j := 1) (k := 2)
    (by decide) (by decide) (by decide) (hM 0) (hM 1)).2.2.2
  simp [hM 2] at h

/-- A lossless reflectionless three-port is a circulator: all flux passes cyclically,
either `0 → 1 → 2 → 0` or `0 → 2 → 1 → 0`, and nothing passes in the opposite sense. -/
theorem reflectionless_is_circulator {S : Matrix (Fin 3) (Fin 3) ℂ}
    (hL : Lossless S) (hM : Reflectionless S) :
    (S 2 0 = 0 ∧ S 1 2 = 0 ∧ S 0 1 = 0 ∧ Complex.normSq (S 1 0) = 1 ∧
      Complex.normSq (S 2 1) = 1 ∧ Complex.normSq (S 0 2) = 1) ∨
    (S 1 0 = 0 ∧ S 2 1 = 0 ∧ S 0 2 = 0 ∧ Complex.normSq (S 2 0) = 1 ∧
      Complex.normSq (S 1 2) = 1 ∧ Complex.normSq (S 0 1) = 1) := by
  have d0 := hM 0
  have d1 := hM 1
  have d2 := hM 2
  have o01 := outgoing_orthogonal hL (show (0 : Fin 3) ≠ 1 by decide)
  have o02 := outgoing_orthogonal hL (show (0 : Fin 3) ≠ 2 by decide)
  have o12 := outgoing_orthogonal hL (show (1 : Fin 3) ≠ 2 by decide)
  have f0 := flux_conservation hL 0
  have f1 := flux_conservation hL 1
  have f2 := flux_conservation hL 2
  simp [Fin.sum_univ_three, d0, d1, d2] at o01 o02 o12 f0 f1 f2
  -- one vanishing amplitude forces the others around the cycle
  rcases o01 with h20 | h21
  · have h12 : S 1 2 = 0 := by
      rcases o02 with h | h
      · simp [h, h20] at f0
      · exact h
    have h01 : S 0 1 = 0 := by
      rcases o12 with h | h
      · exact h
      · simp [h, h12] at f2
    exact Or.inl ⟨h20, h12, h01, by simpa [h20] using f0, by simpa [h01] using f1,
      by simpa [h12] using f2⟩
  · have h02 : S 0 2 = 0 := by
      rcases o12 with h | h
      · simp [h, h21] at f1
      · exact h
    have h10 : S 1 0 = 0 := by
      rcases o02 with h | h
      · exact h
      · simp [h, h02] at f2
    exact Or.inr ⟨h10, h21, h02, by simpa [h10] using f0, by simpa [h02] using f2,
      by simpa [h21] using f1⟩

/-- A perfect wire between ports 0 and 1, with port 2 closed off by a mirror, is lossless,
reciprocal and reflectionless at ports 0 and 1. -/
theorem two_matched_ports_witness :
    let S : Matrix (Fin 3) (Fin 3) ℂ := !![0, 1, 0; 1, 0, 0; 0, 0, -1]
    Lossless S ∧ Reciprocal S ∧ S 0 0 = 0 ∧ S 1 1 = 0 := by
  refine ⟨?_, ?_, by simp, by simp⟩
  · unfold Lossless
    ext i j
    fin_cases i <;> fin_cases j <;> simp [Matrix.mul_apply, Fin.sum_univ_three]
  · unfold Reciprocal
    ext i j
    fin_cases i <;> fin_cases j <;> simp

/-- The ideal circulator `0 → 1 → 2 → 0` is lossless and reflectionless, but not
reciprocal. -/
theorem circulator_witness :
    let S : Matrix (Fin 3) (Fin 3) ℂ := !![0, 0, 1; 1, 0, 0; 0, 1, 0]
    Lossless S ∧ Reflectionless S ∧ ¬ Reciprocal S := by
  intro S
  have hL : Lossless S := by
    unfold Lossless
    ext i j
    fin_cases i <;> fin_cases j <;> simp [S, Matrix.mul_apply, Fin.sum_univ_three]
  have hM : Reflectionless S := by
    intro i
    fin_cases i <;> simp [S]
  exact ⟨hL, hM, fun hR => no_lossless_reciprocal_reflectionless S ⟨hL, hR, hM⟩⟩

/-- With four ports the three properties are compatible: a directional coupler with real parameters
`t` and `r`, where `t ^ 2 + r ^ 2 = 1`, and with transmission amplitudes `t` and `I * r`, is
lossless, reciprocal and reflectionless. -/
theorem four_port_coupler (t r : ℝ) (h : t ^ 2 + r ^ 2 = 1) :
    let S : Matrix (Fin 4) (Fin 4) ℂ :=
      !![0, 0, (t : ℂ), Complex.I * r; 0, 0, Complex.I * r, (t : ℂ);
         (t : ℂ), Complex.I * r, 0, 0; Complex.I * r, (t : ℂ), 0, 0]
    Lossless S ∧ Reciprocal S ∧ Reflectionless S := by
  have hc : (t : ℂ) ^ 2 + (r : ℂ) ^ 2 = 1 := by exact_mod_cast h
  refine ⟨?_, ?_, ?_⟩
  · unfold Lossless
    ext i j
    -- diagonal entries are t² + r², the others cancel
    fin_cases i <;> fin_cases j <;>
      simp [Matrix.mul_apply, Fin.sum_univ_four] <;>
      first
        | linear_combination hc - (r : ℂ) ^ 2 * Complex.I_sq
        | ring
  · unfold Reciprocal
    ext i j
    fin_cases i <;> fin_cases j <;> simp
  · intro i
    fin_cases i <;> simp

end ThreePortJunction
```

```lean
#print axioms ThreePortJunction.no_lossless_reciprocal_reflectionless
-- 'ThreePortJunction.no_lossless_reciprocal_reflectionless' depends on axioms: [propext, Classical.choice, Quot.sound]
#print axioms ThreePortJunction.reflectionless_is_circulator
-- 'ThreePortJunction.reflectionless_is_circulator' depends on axioms: [propext, Classical.choice, Quot.sound]
#print axioms ThreePortJunction.four_port_coupler
-- 'ThreePortJunction.four_port_coupler' depends on axioms: [propext, Classical.choice, Quot.sound]
```

## Three demands on one matrix

A wave arrives at a junction of three wires and leaves through any of them. The matrix `S : Matrix (Fin 3) (Fin 3) ℂ` collects the amplitudes at one fixed energy. The ports are numbered 0, 1, 2, and $S_{ji}$, written `S j i`, is the amplitude to leave through port $j$ after entering at port $i$. Columns therefore belong to ports of entry.

- `Lossless S` says $S^\dagger S=1$, with `Sᴴ` for $S^\dagger$. Nothing is absorbed or amplified. The amplitudes are normalised to flux, so that $|S_{ji}|^2$, in Lean `Complex.normSq (S j i)`, is a probability.
- `Reciprocal S` says $S^T=S$: transmission from $i$ to $j$ has the same amplitude as from $j$ to $i$. This stands for time-reversal symmetry of a spinless particle without a magnetic field, with suitable channel phases.
- `Reflectionless S` says $S_{ii}=0$ at every port; engineers call such ports matched.

The theorem `no_lossless_reciprocal_reflectionless` states that no such $S$ meets all three demands. It bears on coherent transport through quantum-wire networks, for non-interacting particles scattered elastically with one open channel per wire. That a particular device is described by such a matrix has to come from its wave equation; the theorems start from the matrix.

## Matching two ports isolates the third

The diagonal and off-diagonal entries of $S^\dagger S=1$ are

$$\sum_j |S_{ji}|^2=1,\qquad \sum_j S_{ji}^*S_{jk}=0\quad(i\neq k).$$

These are `flux_conservation` and `outgoing_orthogonal`. Each is obtained by reading off one entry of the matrix equation.

Now let $S$ be lossless and reciprocal, and let $i,j,k$ be the three different ports, with $S_{ii}=S_{jj}=0$. Orthogonality of columns $i$ and $j$ reads

$$S_{ii}^*S_{ij}+S_{ji}^*S_{jj}+S_{ki}^*S_{kj}=0.$$

The first two terms vanish, so $S_{ki}^*S_{kj}=0$ and one of the two amplitudes into port $k$ is zero. The flux balances of the same columns are

$$|S_{ji}|^2+|S_{ki}|^2=1,\qquad |S_{ij}|^2+|S_{kj}|^2=1.$$

Since $S_{ij}=S_{ji}$, subtraction gives $|S_{ki}|=|S_{kj}|$, so both amplitudes are zero. The first balance then leaves $|S_{ji}|^2=1$. In column $k$, reciprocity gives $S_{ik}=S_{jk}=0$, and hence $|S_{kk}|^2=1$. Ports $i$ and $j$ form a perfect wire, and port $k$ is a total reflector.

This is `two_matched_ports_isolate_third`. The lemma `sum_ports` writes out the three-term sums for any labelling of the ports. The call `simp [hi, hj] at o` reduces orthogonality to the statement that one factor vanishes, `rcases` takes the two cases, and `linarith` compares the flux balances.

The main theorem follows at once. If all three ports were matched, ports 0 and 1 would force $|S_{22}|^2=1$, while matching at port 2 requires $S_{22}=0$.

## Without reciprocity, the flux circulates

If only losslessness and a zero diagonal are kept, the three orthogonality relations become

$$S_{20}^*S_{21}=0,\qquad S_{10}^*S_{12}=0,\qquad S_{01}^*S_{02}=0.$$

Suppose $S_{20}=0$. Column 0 gives $|S_{10}|=1$, so the second relation gives $S_{12}=0$. Column 2 then gives $|S_{02}|=1$, the third relation gives $S_{01}=0$, and column 1 gives $|S_{21}|=1$. All flux runs $0\to1\to2\to0$.

Suppose instead $S_{21}=0$. Column 1 gives $|S_{01}|=1$, so $S_{02}=0$; column 2 gives $|S_{12}|=1$, so $S_{10}=0$; and column 0 gives $|S_{20}|=1$. The flux runs $0\to2\to1\to0$.

The proof of `reflectionless_is_circulator` follows these two chains, with one `rcases` for each relation.

## A symmetric splitter that creates flux

Take a node with no reflection and equal splitting:

$$S=\frac1{\sqrt2}\begin{pmatrix}0&1&1\\1&0&1\\1&1&0\end{pmatrix}.$$

Each column has norm one, so a wave entering at a single port seems to be treated correctly. Now send in $(1,1,0)/\sqrt2$, which carries unit flux. The outgoing wave is $(\tfrac12,\tfrac12,1)$, with flux $\tfrac14+\tfrac14+1=\tfrac32$. The columns are not orthogonal, and half a unit of flux has appeared from nowhere.

Reflection amplitudes $-\tfrac13$ and transmission amplitudes $\tfrac23$ repair this. Each column has norm squared $\tfrac19+\tfrac49+\tfrac49=1$, and two different columns have inner product $-\tfrac29-\tfrac29+\tfrac49=0$. One ninth of the flux entering at any single port is reflected.

## Junctions that meet some or all of the demands

Three explicit constructions show how far the obstruction reaches. In `two_matched_ports_witness`, a wire joins ports 0 and 1 while a mirror closes port 2, so two matched ports are possible. In `circulator_witness`, the ideal circulator is lossless and reflectionless; that it is not reciprocal is deduced from the main theorem.

In `four_port_coupler`, all three demands are met with four ports, for any real $t,r$ with $t^2+r^2=1$. The transmission amplitudes are $t$ and $\mathrm i r$; the letter `r` does not stand for a reflection here. Each column contains $t$ and $\mathrm i r$, so its norm squared is $t^2+r^2=1$. Columns that share their exits have inner product $t\,(\mathrm i r)+(-\mathrm i r)\,t=0$, and the other pairs have no nonzero row in common. Lean checks the entries one by one, using $\mathrm i^2=-1$ and the condition on $t$ and $r$ for the diagonal ones.
